# Hopping phases on a finite ring are gauge-equivalent exactly when their flux factors agree

The theorem `exists_gauge_iff_flux_eq` concerns a finite ring of `n + 1` sites with a hopping phase, a complex number of modulus one, on each bond. It states that two sets of phases `u` and `w` are related by site phases `g`, through w_j = g_(j+1) u_j conj(g_j) on every bond, if and only if their products around the ring are equal. Only the phases enter; the statement involves no Hamiltonian and no hopping magnitudes. The forward direction uses the earlier lemma that a gauge transformation preserves the flux factor. For the converse, the proof takes as `g` at site j the product of the mismatches w_k u_k⁻¹ over all k < j, and uses the equality of the fluxes to close the last bond.

An attempt in Lean 4 with a fault in it:

```lean
import Mathlib

open scoped ComplexConjugate

namespace RingFluxGauge

noncomputable section

variable {n : ℕ}

/-- The flux factor of a ring of `n + 1` sites: the product of the hopping phases
on all bonds `j → j + 1`. -/
def flux (u : Fin (n + 1) → Circle) : Circle := ∏ j, u j

/-- The site phases `g` transform the hopping phases `u` into `w`:
on every bond, `w_j = g_(j+1) u_j conj(g_j)`. -/
def GaugeRelated (g u w : Fin (n + 1) → Circle) : Prop :=
  ∀ j, (w j : ℂ) = g (j + 1) * u j * conj (g j : ℂ)

/-- The gauge relation can be written in the group of phases, with the inverse phase
in place of the complex conjugate. -/
theorem gaugeRelated_iff (g u w : Fin (n + 1) → Circle) :
    GaugeRelated g u w ↔ ∀ j, w j = g (j + 1) * u j * (g j)⁻¹ := by
  constructor
  · intro h j
    apply Circle.ext
    rw [h j, Circle.coe_mul, Circle.coe_mul, Circle.coe_inv_eq_conj]
  · intro h j
    rw [h j, Circle.coe_mul, Circle.coe_mul, Circle.coe_inv_eq_conj]

/-- A gauge transformation leaves the flux factor of the ring unchanged. -/
theorem flux_eq_of_gaugeRelated {g u w : Fin (n + 1) → Circle}
    (h : GaugeRelated g u w) : flux u = flux w := by
  rw [gaugeRelated_iff] at h
  -- going once around the ring, the shifted site phases are the same site phases
  have shift : ∏ j, g (j + 1) = ∏ j, g j :=
    Equiv.prod_comp (Equiv.addRight (1 : Fin (n + 1))) g
  unfold flux
  rw [Finset.prod_congr rfl (fun j _ => h j), Finset.prod_mul_distrib,
    Finset.prod_mul_distrib, Finset.prod_inv_distrib, shift,
    mul_comm (∏ j, g j) (∏ j, u j), mul_inv_cancel_right]

/-- Two sets of hopping phases on a ring are related by a gauge transformation if and only if their
products around the ring agree. -/
theorem exists_gauge_iff_flux_eq (u w : Fin (n + 1) → Circle) :
    (∃ g, GaugeRelated g u w) ↔ flux u = flux w := by
  constructor
  · rintro ⟨g, hg⟩
    exact flux_eq_of_gaugeRelated hg
  · intro h
    unfold flux at h
    -- the phase mismatch on each bond, indexed by natural numbers
    obtain ⟨a, ha⟩ : ∃ a : ℕ → Circle, ∀ j : Fin (n + 1), a j = w j * (u j)⁻¹ :=
      ⟨fun k => if hk : k < n + 1 then w ⟨k, hk⟩ * (u ⟨k, hk⟩)⁻¹ else 1,
        fun j => dif_pos j.isLt⟩
    have tot : ∏ k ∈ Finset.range (n + 1), a k = 1 := by
      rw [Finset.prod_range, Finset.prod_congr rfl (fun j _ => ha j),
        Finset.prod_mul_distrib, Finset.prod_inv_distrib, ← h, mul_inv_cancel]
    -- accumulate the mismatch from site 0; equal flux closes the last bond
    have step : ∀ j : Fin (n + 1), ∏ k ∈ Finset.range (j + 1 : Fin (n + 1)).val, a k =
        w j * (u j)⁻¹ * ∏ k ∈ Finset.range j.val, a k := by
      intro j
      rw [Fin.val_add_one, ← ha j]
      split_ifs with hj
      · subst hj
        rw [Finset.prod_range_zero, Fin.val_last, mul_comm, ← Finset.prod_range_succ, tot]
      · rw [Finset.prod_range_succ, mul_comm]
    refine ⟨fun j => ∏ k ∈ Finset.range j.val, a k, ?_⟩
    rw [gaugeRelated_iff]
    intro j
    dsimp only
    rw [step j, mul_right_comm (w j * (u j)⁻¹) _ (u j), inv_mul_cancel_right,
      mul_inv_cancel_right]

end

end RingFluxGauge
```

The compiler's answer:

```
Main.lean:71:4: error: `dsimp` made no progress
```

The repair, with which the file compiles:

```diff
@@ -69,5 +69,4 @@
     rw [gaugeRelated_iff]
     intro j
-    dsimp only
     rw [step j, mul_right_comm (w j * (u j)⁻¹) _ (u j), inv_mul_cancel_right,
       mul_inv_cancel_right]
```

What went wrong. The message means that `dsimp only` found nothing to simplify, which Lean treats as an error. The step was there to replace the explicit function supplied for `g`, applied to `j + 1` and to `j`, by the corresponding products.

That had already happened. In `rw [gaugeRelated_iff]`, the lemma's `g` is a placeholder, which Lean fills with the function `fun j => ∏ k ∈ Finset.range j.val, a k`. When Lean substitutes a function for a placeholder that is applied to an argument, it also evaluates the application (beta reduction). So after `intro j` the goal already contains the plain products, and `dsimp only` has no work left.

The diff deletes that line. The following `rw` then receives the goal directly, with the product up to `j + 1` in the form that `step j` rewrites, and the rest of the proof goes through unchanged.
